# Lowering an energy eigenstate with spin projection M > 0 gives a nonzero state of the same energy when H commutes with S₋

## From one component of a multiplet to the next

Suppose a configuration-interaction calculation has found a triplet state in the sector with spin projection $M=1$. Its $M=0$ component can be produced without a second diagonalisation: apply the lowering operator $S_-$ to the vector and divide by the norm of the result. This step needs the lowered vector to be nonzero, and it needs that vector to be an eigenstate with the energy already found.

The first holds because $M>0$, and the second holds if the Hamiltonian $H$ commutes with $S_-$. For Hermitian $H$, this condition describes a Hamiltonian that treats all spin directions alike, such as the Coulomb Hamiltonian without spin–orbit coupling or a magnetic field. In a finite determinant space the condition carries over if the space is closed under both $S_-$ and $S_+$, as it is for full configuration interaction with the same spatial orbitals for both spins and all projections included.

## The spin relations and the claim

Let $V$ be a complex inner product space, and let $S_+$, $S_-$, $S_z$ and $H$ be linear operators on it. In units with $\hbar=1$, the spin operators satisfy

$$\langle S_-x,y\rangle=\langle x,S_+y\rangle,\qquad [S_+,S_-]=2S_z,\qquad [S_z,S_-]=-S_-.$$

Let $x\neq0$ satisfy $Hx=Ex$ and $S_zx=Mx$ with $M>0$. Then

$$S_-x\neq0,\qquad H(S_-x)=E\,S_-x,\qquad S_z(S_-x)=(M-1)\,S_-x.$$

This is the theorem `lowered_eigenstate`. The operators are elements of `Module.End ℂ V`, that is, linear maps defined on all of $V$. The structure `SpinLadder Sp Sm Sz` collects the three spin relations as assumptions, and `Commute H Sm` is the symmetry of the Hamiltonian. The projection `M` is a real number, written `(M : ℂ)` where it multiplies a vector. The energy `E` may be complex, since $H$ is not assumed Hermitian.

The dimension of $V$ is arbitrary and completeness is not required. An unbounded operator fits only if $V$ is chosen as a domain that all the operators map into itself.

A second theorem, `multiplet_degeneracy`, replaces the assumption $M>0$ by $S_+x=0$, which says that $x$ is the top component of its multiplet. For every natural number $n\le 2M$, the vectors $x,S_-x,\dots,S_-^nx$ are then linearly independent and all have energy $E$. This bounds the degeneracy from below by $n+1$. The theorem does not state that the ladder stops after $2M$ steps, nor that $2M$ is an integer.

## The norm of the lowered state

Applying the first commutator to $x$ gives

$$S_+S_-x=S_-S_+x+2Mx.$$

Adjointness, read from the other side, gives

$$\langle x,S_-S_+x\rangle=\overline{\langle S_-S_+x,x\rangle}=\overline{\langle S_+x,S_+x\rangle}=\|S_+x\|^2.$$

Therefore

$$\|S_-x\|^2=\langle x,S_+S_-x\rangle=\|S_+x\|^2+2M\|x\|^2.$$

For $M>0$ and $x\neq0$ the last term is positive and the one before it is not negative, so $S_-x\neq0$. If $x$ is normalised and $S_+x=0$, the norm to divide by is $\sqrt{2M}$, which is $\sqrt2$ for the triplet.

The other two claims follow by moving $S_-$ to the left:

$$S_zS_-x=S_-S_zx-S_-x=(M-1)S_-x,\qquad HS_-x=S_-Hx=E\,S_-x.$$

## Down the ladder from the top component

Repeating the projection argument gives $S_zS_-^kx=(M-k)S_-^kx$ for every natural number $k$. Now let $S_+x=0$. Then

$$S_+S_-^{k+1}x=(k+1)(2M-k)\,S_-^kx.$$

For $k=0$ this is the commutator relation with $S_+x=0$. If it holds for $k$, the commutator relation applied to $S_-^{k+1}x$, whose projection is $M-k-1$, gives

$$S_+S_-^{k+2}x=\big[(k+1)(2M-k)+2(M-k-1)\big]S_-^{k+1}x=(k+2)(2M-k-1)\,S_-^{k+1}x.$$

Let $k+1\le n\le2M$. The factor $(k+1)(2M-k)$ is then positive, so $S_-^{k+1}x=0$ would force $S_-^kx=0$. Since $x\neq0$, none of the vectors up to $S_-^nx$ vanishes. They are eigenvectors of $S_z$ with distinct eigenvalues, hence linearly independent. Since $H$ commutes with every power of $S_-$, they share the energy $E$.

## Two spins one half, and the case M = 0

In the basis $\uparrow\uparrow,\uparrow\downarrow,\downarrow\uparrow,\downarrow\downarrow$, take the total spin operators of two spins and let $H$ exchange the spins. The state $\uparrow\uparrow$ has energy $1$ and projection $1$, and $S_+$ annihilates it, so every assumption of both theorems is met. Lowering gives $\uparrow\downarrow+\downarrow\uparrow$, of norm $\sqrt2$; the normalised $M=0$ component is $(\uparrow\downarrow+\downarrow\uparrow)/\sqrt2$.

The condition $M>0$ cannot be relaxed to $M\ge0$. The vector $\uparrow\downarrow-\downarrow\uparrow$, which becomes the normalised singlet after division by $\sqrt2$, is nonzero and has projection $0$, yet $S_-$ annihilates it. Exchange multiplies it by $-1$, so it is an energy eigenstate too; this last equation is a direct computation that the file does not include.

## The Lean file

```lean
import Mathlib

open Matrix
open scoped InnerProductSpace

namespace SpinLowering

noncomputable section

variable {V : Type*} [NormedAddCommGroup V] [InnerProductSpace ℂ V]

/-- Spin operators `S₊`, `S₋`, `S_z` with `S₋` adjoint to `S₊`, `[S₊, S₋] = 2 S_z` and
`[S_z, S₋] = -S₋`. -/
structure SpinLadder (Sp Sm Sz : Module.End ℂ V) : Prop where
  adj : ∀ x y : V, ⟪Sm x, y⟫_ℂ = ⟪x, Sp y⟫_ℂ
  comm : Sp * Sm - Sm * Sp = (2 : ℂ) • Sz
  lower : Sz * Sm - Sm * Sz = -Sm

variable {Sp Sm Sz H : Module.End ℂ V} {x : V} {M : ℝ} {E : ℂ}

/-- On a state of projection `M`, `S₊ S₋` equals `S₋ S₊` plus `2M`. -/
theorem raise_lower (h : SpinLadder Sp Sm Sz) (hz : Sz x = (M : ℂ) • x) :
    Sp (Sm x) = Sm (Sp x) + (2 * (M : ℂ)) • x := by
  have c := LinearMap.congr_fun h.comm x
  simp only [LinearMap.sub_apply, Module.End.mul_apply, LinearMap.smul_apply, hz,
    smul_smul] at c
  exact sub_eq_iff_eq_add'.mp c

/-- For a state of projection `M`, the squared norms of the lowered and the raised state
differ by `2M` times the squared norm of the state. -/
theorem norm_sq_lower (h : SpinLadder Sp Sm Sz) (hz : Sz x = (M : ℂ) • x) :
    ‖Sm x‖ ^ 2 = ‖Sp x‖ ^ 2 + 2 * M * ‖x‖ ^ 2 := by
  have n : ∀ v : V, ⟪v, v⟫_ℂ = (‖v‖ : ℂ) ^ 2 := fun v => inner_self_eq_norm_sq_to_K v
  -- adjointness read from the other side
  have a : ⟪x, Sm (Sp x)⟫_ℂ = ⟪Sp x, Sp x⟫_ℂ := by
    rw [← inner_conj_symm (𝕜 := ℂ) x (Sm (Sp x)), h.adj, inner_conj_symm]
  have e : (‖Sm x‖ : ℂ) ^ 2 = (‖Sp x‖ : ℂ) ^ 2 + 2 * (M : ℂ) * (‖x‖ : ℂ) ^ 2 := by
    rw [← n (Sm x), ← n (Sp x), ← n x, h.adj, raise_lower h hz, inner_add_right,
      inner_smul_right, a]
  exact_mod_cast e

/-- `S₋` takes a state of projection `M` to a vector satisfying the eigenvalue equation of
`S_z` with `M - 1`. -/
theorem lower_projection (h : SpinLadder Sp Sm Sz) (hz : Sz x = (M : ℂ) • x) :
    Sz (Sm x) = ((M - 1 : ℝ) : ℂ) • Sm x := by
  have c := LinearMap.congr_fun h.lower x
  simp only [LinearMap.sub_apply, Module.End.mul_apply, LinearMap.neg_apply, hz,
    map_smul] at c
  push_cast
  linear_combination (norm := module) c

/-- If `H` commutes with `S₋`, lowering a nonzero state of energy `E` and projection `M > 0`
gives a nonzero state of energy `E` and projection `M - 1`. -/
theorem lowered_eigenstate (h : SpinLadder Sp Sm Sz) (hH : Commute H Sm) (hx : x ≠ 0)
    (hE : H x = E • x) (hz : Sz x = (M : ℂ) • x) (hM : 0 < M) :
    Sm x ≠ 0 ∧ H (Sm x) = E • Sm x ∧ Sz (Sm x) = ((M - 1 : ℝ) : ℂ) • Sm x := by
  refine ⟨fun h0 => ?_, ?_, lower_projection h hz⟩
  · -- a vanishing lowered state contradicts the norm identity
    have e := norm_sq_lower h hz
    rw [h0, norm_zero] at e
    have p : 0 < 2 * M * ‖x‖ ^ 2 := by
      have := norm_pos_iff.mpr hx
      positivity
    nlinarith [sq_nonneg ‖Sp x‖]
  · have c : H (Sm x) = Sm (H x) := LinearMap.congr_fun hH.eq x
    rw [c, hE, map_smul]

/-- Applying `S₋` `k` times lowers the projection in the eigenvalue equation by `k`. -/
theorem projection_pow (h : SpinLadder Sp Sm Sz) (hz : Sz x = (M : ℂ) • x) (k : ℕ) :
    Sz ((Sm ^ k) x) = ((M - k : ℝ) : ℂ) • (Sm ^ k) x := by
  induction k with
  | zero => simpa using hz
  | succ k ih =>
    have e := lower_projection h ih
    rw [pow_succ', Module.End.mul_apply, e]
    congr 2
    push_cast
    ring

/-- If `S₊` annihilates a state of projection `M`, raising its `(k+1)`-fold lowered state
returns the `k`-fold lowered one times `(k+1)(2M-k)`. -/
theorem raise_lower_pow (h : SpinLadder Sp Sm Sz) (hz : Sz x = (M : ℂ) • x)
    (hp : Sp x = 0) (k : ℕ) :
    Sp ((Sm ^ (k + 1)) x) = (((k + 1) * (2 * M - k) : ℝ) : ℂ) • (Sm ^ k) x := by
  induction k with
  | zero =>
    have e := raise_lower h hz
    rw [hp, map_zero, zero_add] at e
    simpa using e
  | succ k ih =>
    have e := raise_lower h (projection_pow h hz (k + 1))
    have s : Sm ((Sm ^ k) x) = (Sm ^ (k + 1)) x := by
      rw [pow_succ', Module.End.mul_apply]
    rw [ih, map_smul, s] at e
    rw [pow_succ' Sm (k + 1), Module.End.mul_apply, e, ← add_smul]
    congr 1
    push_cast
    ring

/-- Let `H` commute with `S₋`, and let a nonzero state of energy `E` and projection `M` be
annihilated by `S₊`. For `n ≤ 2M`, lowering it `0, 1, …, n` times gives `n + 1` linearly
independent states of energy `E`. -/
theorem multiplet_degeneracy (h : SpinLadder Sp Sm Sz) (hH : Commute H Sm) (hx : x ≠ 0)
    (hE : H x = E • x) (hz : Sz x = (M : ℂ) • x) (hp : Sp x = 0)
    (n : ℕ) (hn : (n : ℝ) ≤ 2 * M) :
    LinearIndependent ℂ (fun k : Fin (n + 1) => (Sm ^ (k : ℕ)) x) ∧
      ∀ k : Fin (n + 1), H ((Sm ^ (k : ℕ)) x) = E • (Sm ^ (k : ℕ)) x := by
  -- the vectors lowered at most `n` times do not vanish
  have ne : ∀ k : ℕ, k ≤ n → (Sm ^ k) x ≠ 0 := by
    intro k
    induction k with
    | zero => intro _; simpa using hx
    | succ k ih =>
      intro hk h0
      have e := raise_lower_pow h hz hp k
      rw [h0, map_zero] at e
      have hk' : (k : ℝ) + 1 ≤ n := by exact_mod_cast hk
      have p : (0 : ℝ) < (k + 1) * (2 * M - k) :=
        mul_pos (by positivity) (by linarith)
      rcases smul_eq_zero.mp e.symm with c | c
      · exact p.ne' (Complex.ofReal_eq_zero.mp c)
      · exact ih (by omega) c
  constructor
  · -- distinct projections force linear independence
    refine Module.End.eigenvectors_linearIndependent' Sz
      (fun k : Fin (n + 1) => ((M - (k : ℕ) : ℝ) : ℂ)) ?_ _ ?_
    · intro i j hij
      have e : M - ((i : ℕ) : ℝ) = M - ((j : ℕ) : ℝ) := Complex.ofReal_injective hij
      have e' : ((i : ℕ) : ℝ) = ((j : ℕ) : ℝ) := by linarith
      exact Fin.ext (by exact_mod_cast e')
    · intro k
      exact ⟨Module.End.mem_eigenspace_iff.mpr (projection_pow h hz k),
        ne k (Nat.lt_succ_iff.mp k.isLt)⟩
  · intro k
    have c : H ((Sm ^ (k : ℕ)) x) = (Sm ^ (k : ℕ)) (H x) :=
      LinearMap.congr_fun (hH.pow_right (k : ℕ)).eq x
    rw [c, hE, map_smul]

/-- The operator of a matrix on two spins one half, in the basis up-up, up-down, down-up,
down-down. -/
def op (A : Matrix (Fin 4) (Fin 4) ℂ) : Module.End ℂ (EuclideanSpace ℂ (Fin 4)) where
  toFun v := WithLp.toLp 2 (A *ᵥ v.ofLp)
  map_add' u v := by simp [Matrix.mulVec_add]
  map_smul' c v := by simp [Matrix.mulVec_smul]

/-- Total raising operator of two spins. -/
def raise2 := op !![0, 1, 1, 0; 0, 0, 0, 1; 0, 0, 0, 1; 0, 0, 0, 0]

/-- Total lowering operator of two spins. -/
def lower2 := op !![0, 0, 0, 0; 1, 0, 0, 0; 1, 0, 0, 0; 0, 1, 1, 0]

/-- Total spin projection of two spins. -/
def proj2 := op !![1, 0, 0, 0; 0, 0, 0, 0; 0, 0, 0, 0; 0, 0, 0, -1]

/-- The operator that exchanges the two spins. -/
def exchange2 := op !![1, 0, 0, 0; 0, 0, 1, 0; 0, 1, 0, 0; 0, 0, 0, 1]

/-- The state with both spins up. -/
def upUp : EuclideanSpace ℂ (Fin 4) := !₂[1, 0, 0, 0]

/-- The antisymmetric combination of up-down and down-up, not normalised. -/
def antisym : EuclideanSpace ℂ (Fin 4) := !₂[0, 1, -1, 0]

/-- The total spin operators of two spins form a spin ladder. -/
theorem spinLadder_witness : SpinLadder raise2 lower2 proj2 where
  adj x y := by
    simp [raise2, lower2, op, PiLp.inner_apply, dotProduct,
      Fin.sum_univ_four]
    ring
  comm := by
    refine LinearMap.ext fun v => ?_
    ext i
    fin_cases i <;> simp [raise2, lower2, proj2, op, dotProduct,
      Fin.sum_univ_four] <;> ring
  lower := by
    refine LinearMap.ext fun v => ?_
    ext i
    fin_cases i <;> simp [lower2, proj2, op, dotProduct, Fin.sum_univ_four]

/-- The exchange operator commutes with the lowering operator, and the state with both spins up is
nonzero, has exchange eigenvalue `1` and projection `1`, and is annihilated by raising. -/
theorem lowered_eigenstate_witness :
    Commute exchange2 lower2 ∧ upUp ≠ 0 ∧ exchange2 upUp = (1 : ℂ) • upUp ∧
      proj2 upUp = ((1 : ℝ) : ℂ) • upUp ∧ raise2 upUp = 0 := by
  refine ⟨?_, ?_, ?_, ?_, ?_⟩
  · show exchange2 * lower2 = lower2 * exchange2
    refine LinearMap.ext fun v => ?_
    ext i
    fin_cases i <;> simp [exchange2, lower2, op, dotProduct, Fin.sum_univ_four]
    ring
  · intro h
    have c := congrArg (fun v : EuclideanSpace ℂ (Fin 4) => v.ofLp 0) h
    simp [upUp] at c
  all_goals
    ext i
    fin_cases i <;> simp [exchange2, proj2, raise2, upUp, op, dotProduct,
      Fin.sum_univ_four]

/-- The antisymmetric state of two spins is nonzero, has projection `0`, and is annihilated
by the lowering operator. -/
theorem zero_projection_sharp :
    antisym ≠ 0 ∧ proj2 antisym = ((0 : ℝ) : ℂ) • antisym ∧ lower2 antisym = 0 := by
  refine ⟨?_, ?_, ?_⟩
  · intro h
    have c := congrArg (fun v : EuclideanSpace ℂ (Fin 4) => v.ofLp 1) h
    simp [antisym] at c
  all_goals
    ext i
    fin_cases i <;> simp [proj2, lower2, antisym, op, Matrix.mulVec, dotProduct,
      Fin.sum_univ_four]

end

end SpinLowering
```

```lean
#print axioms SpinLowering.lowered_eigenstate
#print axioms SpinLowering.multiplet_degeneracy
#print axioms SpinLowering.zero_projection_sharp
```

```
'SpinLowering.lowered_eigenstate' depends on axioms: [propext, Classical.choice, Quot.sound]
'SpinLowering.multiplet_degeneracy' depends on axioms: [propext, Classical.choice, Quot.sound]
'SpinLowering.zero_projection_sharp' depends on axioms: [propext, Classical.choice, Quot.sound]
```

## How the proof follows the derivation

`raise_lower` evaluates the commutator $[S_+,S_-]=2S_z$ at the vector $x$ with `LinearMap.congr_fun` and rearranges the result. `norm_sq_lower` turns it into the norm identity. Its intermediate statement `a` is the adjointness relation read from the other side. The calculation runs in the complex numbers, where the inner product takes its values, and `exact_mod_cast` returns the identity to the reals.

`lower_projection` treats the second commutator in the same way, with `linear_combination` doing the vector algebra. In `lowered_eigenstate`, the nonvanishing is proved by contradiction: if $S_-x=0$, the norm identity sets zero equal to a nonnegative number plus a positive one, and `nlinarith` rejects this. The energy equation uses the commutation of $H$ with $S_-$ and then linearity.

`projection_pow` and `raise_lower_pow` are proved by induction on `k`. In the second, the induction step applies `raise_lower` to the vector lowered $k+1$ times, and `ring` confirms the identity between the coefficients.

Inside `multiplet_degeneracy`, the statement `ne` shows that the lowered vectors do not vanish up to step `n`. Mathlib's `Module.End.eigenvectors_linearIndependent'` then gives linear independence, once the numbers $M-k$ are shown to be distinct. The index type `Fin (n + 1)` runs over $k=0,\dots,n$, so for $n=0$ the family consists of $x$ alone. The energies follow from `hH.pow_right`, which extends the commutation to powers of $S_-$.

For the two-spin example, `op` turns a $4\times4$ matrix into an operator. `spinLadder_witness` checks the three spin relations, and `lowered_eigenstate_witness` checks the remaining assumptions for `exchange2` and `upUp`. `zero_projection_sharp` establishes the three stated properties of the unnormalised vector `antisym`. The operator and vector equations are checked component by component, and each of the two vectors is shown to be nonzero by exhibiting a nonzero component.
